# Exchange built from orthogonal vectors of equal norm shifts only their span

## Adding exchange to the singlet alone

To place the terms of a p⁵s configuration in LS coupling, one can put ¹P and ³P at a common energy and add the exchange contribution to ¹P alone. This step rests on the form of the exchange operator in the particle-hole picture: it is a sum of outer products of the states of one term.

Let v_q, with q in a finite index set, be vectors in a finite particle-hole space, and write † for the conjugate transpose. Assume

v_p† v_q = c δ_pq, c > 0,

and define, with G real and nonzero,

X = G ∑_q v_q v_q†, H = E + X.

Here q labels the components of the term. Their common squared norm c reflects rotational symmetry, which turns one component into another. The real number E collects everything that is equal for all states of the configuration, and G is the exchange strength. With normalised vectors u_q = v_q/√c, X is Gc times the projector ∑_q u_q u_q†.

## Two possible energies

The main theorem, `only_one_term_shifts`, says that a nonzero x satisfies Hx = μx exactly when one of these holds:

- μ = E, and x is orthogonal to every v_q;
- μ = E + Gc, and x lies in the span of the v_q.

In Lean, a state is a function `n → ℂ` on a finite set `n` of particle-hole pairs, and `ι` is the set of labels q. The overlap v_p† v_q is `star (v p) ⬝ᵥ v q`, conjugated in the first factor. `IsTermFamily v c` states the overlap condition; positivity of c is a separate hypothesis. `exchange v G` is X and `hamiltonian v E G` is H. The eigenvalue `μ` may be any complex number at the outset.

The overlap condition is assumed, not derived from angular momentum coupling or the Coulomb interaction. The model has one configuration, one exchange strength and no spin-orbit coupling. It also leaves out any direct interaction that splits the terms, such as the one between hole and electron in p⁵d.

## From overlaps to the spectrum

For a combination y = ∑_q a_q v_q, orthogonality gives

v_p† y = ∑_q a_q c δ_pq = c a_p.

On any state x, the operator acts as

Xx = G ∑_q (v_q† x) v_q.

Inserting y gives

Xy = G ∑_q c a_q v_q = Gc y.

Since Xx is always such a combination, X(Xx) = Gc Xx for every x, hence X² = GcX.

If Xx = 0, then ∑_q (v_q† x) v_q = 0 because G ≠ 0. The overlap with v_p gives c v_p† x = 0, so x is orthogonal to every v_p. The converse is immediate from the action of X.

If Xx = Gc x, then x = (Gc)⁻¹ Xx lies in the span; conversely, every y in the span satisfies Xy = Gc y. Such a y is also X applied to (Gc)⁻¹ y, so the range of X is the whole span. If ∑_q a_q v_q = 0, the overlap formula gives c a_p = 0 for each p. The v_q are therefore independent, and the rank of X is their number.

Finally, let Hx = μx with x ≠ 0, and set δ = μ − E. Then Xx = δx, and X² = GcX gives

δ(δ − Gc) x = 0.

So δ = 0 or δ = Gc, and the two preceding paragraphs identify x in each case. Conversely, adding E to the action of X on these states gives the stated energies.

## Unequal norms split the shift

Take v_1 = (1, 0) and v_2 = (0, 2), which are orthogonal but have squared norms 1 and 4. Then X = G diag(1, 4), and the energies are E + G and E + 4G. No single number λ gives X² = λX.

## The Lean file, with a p hole and an s electron

The file ends with three orbital and two spin labels. The pair (q, σ) stands for the state a†_{sσ} a_{qσ}|p⁶⟩, in which an electron of the closed p shell moves from orbital p_q to s and keeps its spin σ. The vector `spinSum q` adds the two spin states at orbital label q, so c = 2 and the normalised state carries a factor 1/√2. With these phases the sums are the ¹P states, shifted by 2G, where G is the exchange integral between s and p_q. The six-dimensional space also holds the M_S = 0 states of ³P. The M_S = ±1 states are left out; this exchange operator does not shift them either.

```lean
import Mathlib

open Matrix

namespace ParticleHoleExchange

noncomputable section

variable {n ι : Type*} [Fintype n] [Fintype ι] [DecidableEq ι]

/-- The vectors `v q` are mutually orthogonal and have the common squared norm `c`. -/
def IsTermFamily (v : ι → n → ℂ) (c : ℝ) : Prop :=
  ∀ p q, star (v p) ⬝ᵥ v q = if p = q then (c : ℂ) else 0

/-- The particle-hole exchange operator `G ∑ v_q v_q†` with real strength `G`. -/
def exchange (v : ι → n → ℂ) (G : ℝ) : Matrix n n ℂ :=
  (G : ℂ) • ∑ q, vecMulVec (v q) (star (v q))

/-- The Hamiltonian of a degenerate particle-hole configuration at energy `E`
with the exchange operator added. -/
def hamiltonian [DecidableEq n] (v : ι → n → ℂ) (E G : ℝ) : Matrix n n ℂ :=
  (E : ℂ) • (1 : Matrix n n ℂ) + exchange v G

/-- For an orthogonal family of common squared norm `c`, the overlap of `v p` with a
linear combination is `c` times the coefficient of `v p`. -/
theorem overlap_sum {v : ι → n → ℂ} {c : ℝ} (h : IsTermFamily v c) (a : ι → ℂ) (p : ι) :
    star (v p) ⬝ᵥ (∑ q, a q • v q) = a p * c := by
  have hp : ∀ q, star (v p) ⬝ᵥ v q = if p = q then (c : ℂ) else 0 := h p
  calc star (v p) ⬝ᵥ (∑ q, a q • v q) = ∑ q, a q * (star (v p) ⬝ᵥ v q) := by
        simp only [dotProduct, Finset.sum_apply, Pi.smul_apply, smul_eq_mul, Finset.mul_sum]
        rw [Finset.sum_comm]
        exact Finset.sum_congr rfl fun q _ => Finset.sum_congr rfl fun i _ => by ring
    _ = a p * c := by simp [hp]

omit [DecidableEq ι] in
/-- Exchange takes the overlap of each `v q` with a state and returns the sum of the `v q`, weighted
by the overlaps and by `G`. -/
theorem exchange_mulVec (v : ι → n → ℂ) (G : ℝ) (x : n → ℂ) :
    exchange v G *ᵥ x = (G : ℂ) • ∑ q, (star (v q) ⬝ᵥ x) • v q := by
  ext i
  simp only [exchange, Matrix.mulVec, dotProduct, Matrix.smul_apply, Matrix.sum_apply,
    Matrix.vecMulVec_apply, Pi.smul_apply, Finset.sum_apply, smul_eq_mul,
    Finset.mul_sum, Finset.sum_mul]
  rw [Finset.sum_comm]
  exact Finset.sum_congr rfl fun q _ => Finset.sum_congr rfl fun j _ => by ring

/-- For an orthogonal family of common squared norm `c`, exchange multiplies every linear
combination of the `v q` by the same number `G c`. -/
theorem exchange_combination {v : ι → n → ℂ} {c : ℝ} (h : IsTermFamily v c) (G : ℝ)
    (a : ι → ℂ) :
    exchange v G *ᵥ (∑ q, a q • v q) = ((G : ℂ) * c) • ∑ q, a q • v q := by
  rw [exchange_mulVec]
  simp only [overlap_sum h, Finset.smul_sum, smul_smul]
  exact Finset.sum_congr rfl fun q _ => by congr 1; ring

/-- For an orthogonal family of common squared norm `c`, the exchange operator obeys
`X² = G c X`. -/
theorem exchange_sq [DecidableEq n] {v : ι → n → ℂ} {c : ℝ} (h : IsTermFamily v c) (G : ℝ) :
    exchange v G * exchange v G = ((G : ℂ) * c) • exchange v G := by
  -- compare the action of both sides on an arbitrary state
  apply Matrix.toLin'.injective
  refine LinearMap.ext fun x => ?_
  simp only [Matrix.toLin'_apply]
  rw [← Matrix.mulVec_mulVec, Matrix.smul_mulVec, exchange_mulVec v G x,
    Matrix.mulVec_smul, exchange_combination h]
  exact smul_comm _ _ _

/-- For an orthogonal family of common squared norm `c > 0` and `G ≠ 0`, exchange annihilates
a state exactly when the state is orthogonal to every `v q`. -/
theorem exchange_eq_zero_iff {v : ι → n → ℂ} {c G : ℝ} (h : IsTermFamily v c)
    (hc : 0 < c) (hG : G ≠ 0) (x : n → ℂ) :
    exchange v G *ᵥ x = 0 ↔ ∀ q, star (v q) ⬝ᵥ x = 0 := by
  rw [exchange_mulVec]
  constructor
  · intro h0 q
    have hS := (smul_eq_zero.mp h0).resolve_left (Complex.ofReal_ne_zero.mpr hG)
    have hq := overlap_sum h (fun q => star (v q) ⬝ᵥ x) q
    rw [hS, dotProduct_zero] at hq
    exact (mul_eq_zero.mp hq.symm).resolve_right (Complex.ofReal_ne_zero.mpr hc.ne')
  · intro hq
    simp [hq]

omit [DecidableEq ι] in
/-- Exchange maps every state into the span of the `v q`. -/
theorem exchange_mem_span (v : ι → n → ℂ) (G : ℝ) (x : n → ℂ) :
    exchange v G *ᵥ x ∈ Submodule.span ℂ (Set.range v) := by
  rw [exchange_mulVec]
  exact Submodule.smul_mem _ _ (Submodule.sum_mem _ fun q _ =>
    Submodule.smul_mem _ _ (Submodule.subset_span ⟨q, rfl⟩))

/-- For an orthogonal family of common squared norm `c > 0` and `G ≠ 0`, exchange multiplies
a state by `G c` exactly when the state lies in the span of the `v q`. -/
theorem exchange_shift_iff {v : ι → n → ℂ} {c G : ℝ} (h : IsTermFamily v c)
    (hc : 0 < c) (hG : G ≠ 0) (x : n → ℂ) :
    exchange v G *ᵥ x = ((G : ℂ) * c) • x ↔ x ∈ Submodule.span ℂ (Set.range v) := by
  have hne : (G : ℂ) * c ≠ 0 :=
    mul_ne_zero (Complex.ofReal_ne_zero.mpr hG) (Complex.ofReal_ne_zero.mpr hc.ne')
  constructor
  · intro hx
    have hm := exchange_mem_span v G x
    rw [hx] at hm
    exact (Submodule.smul_mem_iff _ hne).mp hm
  · intro hx
    obtain ⟨a, rfl⟩ := (Submodule.mem_span_range_iff_exists_fun ℂ).mp hx
    exact exchange_combination h G a

/-- For an orthogonal family of common squared norm `c > 0` and `G ≠ 0`, the rank of the
exchange operator is the number of vectors `v q`. -/
theorem exchange_rank {v : ι → n → ℂ} {c G : ℝ} (h : IsTermFamily v c)
    (hc : 0 < c) (hG : G ≠ 0) : (exchange v G).rank = Fintype.card ι := by
  have hc' : (c : ℂ) ≠ 0 := Complex.ofReal_ne_zero.mpr hc.ne'
  have hne : (G : ℂ) * c ≠ 0 := mul_ne_zero (Complex.ofReal_ne_zero.mpr hG) hc'
  -- orthogonal vectors of nonzero norm are linearly independent
  have hli : LinearIndependent ℂ v := by
    rw [Fintype.linearIndependent_iff]
    intro a ha p
    have hp := overlap_sum h a p
    rw [ha, dotProduct_zero] at hp
    exact (mul_eq_zero.mp hp.symm).resolve_right hc'
  -- the range of exchange is the whole span
  have hr : LinearMap.range (exchange v G).mulVecLin = Submodule.span ℂ (Set.range v) := by
    apply le_antisymm
    · rintro _ ⟨x, rfl⟩
      exact exchange_mem_span v G x
    · intro x hx
      refine ⟨((G : ℂ) * c)⁻¹ • x, ?_⟩
      rw [Matrix.mulVecLin_apply, Matrix.mulVec_smul, (exchange_shift_iff h hc hG x).mpr hx,
        smul_smul, inv_mul_cancel₀ hne, one_smul]
  rw [Matrix.rank, hr, finrank_span_eq_card hli]

/-- Let the `v q` be orthogonal with common squared norm `c > 0`, and let `G ≠ 0`. A nonzero
state is an eigenstate of the Hamiltonian exactly when it is orthogonal to all `v q`, with
energy `E`, or lies in their span, with energy `E + G c`. -/
theorem only_one_term_shifts [DecidableEq n] {v : ι → n → ℂ} {c G : ℝ}
    (h : IsTermFamily v c) (hc : 0 < c) (hG : G ≠ 0) (E : ℝ) (μ : ℂ)
    {x : n → ℂ} (hx : x ≠ 0) :
    hamiltonian v E G *ᵥ x = μ • x ↔
      (μ = E ∧ ∀ q, star (v q) ⬝ᵥ x = 0) ∨
      (μ = E + G * c ∧ x ∈ Submodule.span ℂ (Set.range v)) := by
  have hH : hamiltonian v E G *ᵥ x = (E : ℂ) • x + exchange v G *ᵥ x := by
    rw [hamiltonian, Matrix.add_mulVec, Matrix.smul_mulVec, Matrix.one_mulVec]
  rw [hH, ← exchange_eq_zero_iff h hc hG, ← exchange_shift_iff h hc hG]
  constructor
  · intro he
    have hX : exchange v G *ᵥ x = (μ - E) • x := by
      rw [sub_smul, ← he, add_sub_cancel_left]
    -- the quadratic identity leaves only two possible shifts
    have h2 : exchange v G *ᵥ (exchange v G *ᵥ x)
        = ((G : ℂ) * c) • (exchange v G *ᵥ x) := by
      rw [Matrix.mulVec_mulVec, exchange_sq h, Matrix.smul_mulVec]
    rw [hX, Matrix.mulVec_smul, hX] at h2
    have h3 : ((μ - E) * (μ - E - G * c)) • x = 0 := by
      linear_combination (norm := module) h2
    rcases mul_eq_zero.mp ((smul_eq_zero.mp h3).resolve_right hx) with h0 | h0
    · exact Or.inl ⟨sub_eq_zero.mp h0, by rw [hX, h0, zero_smul]⟩
    · exact Or.inr ⟨by linear_combination h0, by rw [hX, sub_eq_zero.mp h0]⟩
  · rintro (⟨hμ, h0⟩ | ⟨hμ, h0⟩)
    · rw [h0, hμ, add_zero]
    · rw [h0, hμ, add_smul]

/-- Particle-hole states carry an orbital label in `Fin 3` and a spin label in `Fin 2`;
`spinSum q` is the sum of the two spin states with orbital label `q`. -/
def spinSum (q : Fin 3) : Fin 3 × Fin 2 → ℂ :=
  fun s => if s.1 = q then 1 else 0

/-- The three spin sums are mutually orthogonal and have squared norm 2. -/
theorem isTermFamily_witness : IsTermFamily spinSum 2 := by
  intro p q
  fin_cases p <;> fin_cases q <;>
    norm_num [spinSum, dotProduct, Fintype.sum_prod_type, Fin.sum_univ_three,
      Fin.sum_univ_two]

/-- For `G ≠ 0`, exchange built from the three spin sums has rank 3 in the six-dimensional
particle-hole space. -/
theorem spinSum_exchange_rank {G : ℝ} (hG : G ≠ 0) : (exchange spinSum G).rank = 3 := by
  rw [exchange_rank isTermFamily_witness two_pos hG, Fintype.card_fin]

end

end ParticleHoleExchange
```

```lean
#print axioms ParticleHoleExchange.only_one_term_shifts
-- 'ParticleHoleExchange.only_one_term_shifts' depends on axioms: [propext, Classical.choice, Quot.sound]
#print axioms ParticleHoleExchange.spinSum_exchange_rank
-- 'ParticleHoleExchange.spinSum_exchange_rank' depends on axioms: [propext, Classical.choice, Quot.sound]
```

## How the lemmas fit together

`overlap_sum` and `exchange_mulVec` are the first two formulas of the derivation, obtained by exchanging finite sums. `exchange_combination` joins them. `exchange_sq` compares both sides of the matrix identity on an arbitrary state.

`exchange_eq_zero_iff` takes the overlap with each `v q` to find the kernel. `exchange_shift_iff` uses `exchange_mem_span` and division by Gc to find the shifted states. In `exchange_rank`, `hli` is the independence argument and `hr` the equality of range and span.

`only_one_term_shifts` first uses the two equivalences to restate both alternatives as equations for X. Then `h2` applies the quadratic identity to x, `h3` is the factorised equation for δ, and `rcases` separates its two roots. The reverse direction substitutes each alternative into H.

For the example, `isTermFamily_witness` checks all nine overlaps, and `spinSum_exchange_rank` obtains rank 3 from the general theorem.
